# Two closed-form bound states of the Razavy potential, a double well for 0 < c < 1

The two lowest levels of a symmetric double well can lie very close together. Their splitting, which sets the tunnelling frequency, is then a small difference between two computed energies, and an error in it is hard to notice when no exact levels are available for comparison. The Razavy potential

$$V(x) = 4c^2\sinh^2(2x) - 8c\cosh(2x), \qquad c>0,$$

supplies such levels. For a particle of mass $m$, in units where $\hbar^2/(2m)=1$, two of its bound states are elementary functions, with energies $-1-4c$ and $-1+4c$, so their splitting is exactly $8c$. The potential has two minima when $c<1$ and one when $c\ge 1$.

```lean
import Mathlib

open MeasureTheory

namespace RazavyPotential

noncomputable section
```

## The potential and the two trial states

The Schrödinger equation is written as $-\psi''+V\psi=E\psi$. Here $x$ is measured in some length $\ell$ and energies in $\hbar^2/(2m\ell^2)$, for a particle of mass $m$. The letter $c$ is a dimensionless shape parameter, not the speed of light. In Lean, `potential c` is the function $V$ on the real line.

```lean
/-- The Razavy potential `V(x) = 4c² sinh²(2x) - 8c cosh(2x)`. -/
def potential (c x : ℝ) : ℝ :=
  4 * c ^ 2 * Real.sinh (2 * x) ^ 2 - 8 * c * Real.cosh (2 * x)
```

Both states share a rapidly decaying factor,

$$g(x)=e^{-c\cosh 2x}.$$

```lean
/-- The common factor `exp(-c cosh 2x)` of the two states. -/
def envelope (c x : ℝ) : ℝ := Real.exp (-c * Real.cosh (2 * x))
```

The even state is $\psi_+(x)=\cosh(x)\,g(x)$.

```lean
/-- The even state `cosh(x) exp(-c cosh 2x)`. -/
def evenState (c x : ℝ) : ℝ := Real.cosh x * envelope c x
```

The odd state is $\psi_-(x)=\sinh(x)\,g(x)$.

```lean
/-- The odd state `sinh(x) exp(-c cosh 2x)`. -/
def oddState (c x : ℝ) : ℝ := Real.sinh x * envelope c x
```

## What counts as a bound state

A bound state with energy $E$ is a real function $\psi$ that solves the equation at every point, is not identically zero, and has a finite integral $\int\psi^2\,dx$. The differential equation is stated as a first-order pair,

$$\psi'=\varphi,\qquad \varphi'=(V-E)\psi .$$

The `φ` in the definition is therefore the derivative of the wave function, not a second state. `HasDerivAt f d x` says that `f` is differentiable at `x` with derivative `d`, so a solution really is twice differentiable. `Integrable` expresses the finite integral. The norm is not required to be one.

```lean
/-- A real bound state of `-ψ'' + V ψ = E ψ` on the line: a twice differentiable solution
that is not identically zero and is square integrable. -/
structure IsBoundState (V : ℝ → ℝ) (E : ℝ) (ψ : ℝ → ℝ) : Prop where
  schrodinger : ∃ φ : ℝ → ℝ, (∀ x, HasDerivAt ψ (φ x) x) ∧
    ∀ x, HasDerivAt φ ((V x - E) * ψ x) x
  nonzero : ∃ x, ψ x ≠ 0
  normalizable : Integrable (fun x => ψ x ^ 2)
```

## Derivatives of the shared factor

The chain rule gives $(\sinh 2x)'=2\cosh 2x$.

```lean
lemma hasDerivAt_sinh_two (x : ℝ) :
    HasDerivAt (fun y : ℝ => Real.sinh (2 * y)) (2 * Real.cosh (2 * x)) x := by
  have h := ((hasDerivAt_id' x).const_mul (2 : ℝ)).sinh
  exact h.congr_deriv (by ring)
```

In the same way, $(\cosh 2x)'=2\sinh 2x$.

```lean
lemma hasDerivAt_cosh_two (x : ℝ) :
    HasDerivAt (fun y : ℝ => Real.cosh (2 * y)) (2 * Real.sinh (2 * x)) x := by
  have h := ((hasDerivAt_id' x).const_mul (2 : ℝ)).cosh
  exact h.congr_deriv (by ring)
```

Applying the chain rule once more, to the exponential, gives

$$g'(x)=-2c\sinh(2x)\,g(x).$$

```lean
/-- The envelope `g = exp(-c cosh 2x)` obeys `g' = -2c sinh(2x) g`. -/
theorem hasDerivAt_envelope (c x : ℝ) :
    HasDerivAt (envelope c) (-2 * c * Real.sinh (2 * x) * envelope c x) x := by
  have h := ((hasDerivAt_cosh_two x).const_mul (-c)).exp
  exact h.congr_deriv (by unfold envelope; ring)
```

## Normalisability from a Gaussian bound

Let $f$ be a continuous prefactor with $f(x)^2\le\cosh 2x$. Two estimates show that $fg$ is square integrable.

First, $\cosh 2x=\cosh^2x+\sinh^2x\ge\sinh^2x\ge x^2$, because $|\sinh x|\ge|x|$. Hence $g(x)\le e^{-cx^2}$.

Second, put $u=\cosh 2x$. From $e^{cu}\ge 1+cu$ it follows that $cu\,e^{-cu}\le 1-e^{-cu}\le 1$, so $u\,g\le 1/c$. Together,

$$(fg)^2\le (u\,g)\,g\le\frac1c\,e^{-cx^2},$$

and the Gaussian on the right is integrable for $c>0$. In the proof, `hx` is the bound $x^2\le\cosh 2x$, `h1` is $u\,g\le1/c$, and `h2` is $g\le e^{-cx^2}$. The closing `calc` block chains them, and `mono'` transfers integrability from the Gaussian to the smaller function.

The condition $c>0$ makes the shared factor decay at large $|x|$. At $c=0$ the potential vanishes and the trial states become $\cosh x$ and $\sinh x$, which solve the equation with $E=-1$ but are not normalisable.

```lean
/-- For `c > 0`, a continuous prefactor with `f² ≤ cosh 2x` times the envelope is
square integrable. -/
theorem integrable_sq_mul_envelope {c : ℝ} (hc : 0 < c) {f : ℝ → ℝ} (hf : Continuous f)
    (hb : ∀ x, f x ^ 2 ≤ Real.cosh (2 * x)) :
    Integrable (fun x => (f x * envelope c x) ^ 2) := by
  have henv : Continuous (envelope c) :=
    continuous_iff_continuousAt.2 fun x => (hasDerivAt_envelope c x).continuousAt
  -- compare with a Gaussian
  refine ((integrable_exp_neg_mul_sq hc).const_mul (1 / c)).mono'
    ((hf.mul henv).pow 2).aestronglyMeasurable (ae_of_all _ fun x => ?_)
  rw [Real.norm_of_nonneg (sq_nonneg _)]
  have hg : 0 < envelope c x := Real.exp_pos _
  have hx : x ^ 2 ≤ Real.cosh (2 * x) := by
    rw [Real.cosh_two_mul]
    rcases le_total 0 x with h | h
    · have := Real.self_le_sinh_iff.2 h
      nlinarith [sq_nonneg (Real.cosh x)]
    · have := Real.sinh_le_self_iff.2 h
      nlinarith [sq_nonneg (Real.cosh x)]
  have h1 : Real.cosh (2 * x) * envelope c x ≤ 1 / c := by
    rw [le_div_iff₀ hc]
    have e : Real.exp (c * Real.cosh (2 * x)) * envelope c x = 1 := by
      unfold envelope
      rw [← Real.exp_add, neg_mul, add_neg_cancel, Real.exp_zero]
    have h := mul_le_mul_of_nonneg_right
      (Real.add_one_le_exp (c * Real.cosh (2 * x))) hg.le
    nlinarith
  have h2 : envelope c x ≤ Real.exp (-c * x ^ 2) :=
    Real.exp_le_exp.2 (by nlinarith)
  calc (f x * envelope c x) ^ 2 = f x ^ 2 * (envelope c x * envelope c x) := by ring
    _ ≤ Real.cosh (2 * x) * (envelope c x * envelope c x) :=
        mul_le_mul_of_nonneg_right (hb x) (mul_pos hg hg).le
    _ = Real.cosh (2 * x) * envelope c x * envelope c x := by ring
    _ ≤ 1 / c * Real.exp (-c * x ^ 2) := mul_le_mul h1 h2 hg.le (by positivity)
```

## The two levels

For the even state, the product rule gives

$$\psi_+'=\left(\sinh x-2c\sinh 2x\cosh x\right)g,$$

and a second differentiation gives

$$\psi_+''=\left[\cosh x-4c\cosh 2x\cosh x-4c\sinh 2x\sinh x+4c^2\sinh^2(2x)\cosh x\right]g .$$

The double-argument identities turn the third term into a multiple of $\cosh x$:

$$\sinh 2x\sinh x=2\sinh^2x\cosh x=(\cosh 2x-1)\cosh x .$$

Therefore

$$\psi_+''=\left[4c^2\sinh^2(2x)-8c\cosh 2x+1+4c\right]\psi_+=(V+1+4c)\,\psi_+,$$

which is the Schrödinger equation with $E=-1-4c$.

For the odd state,

$$\psi_-'=\left(\cosh x-2c\sinh 2x\sinh x\right)g,$$

$$\psi_-''=\left[\sinh x-4c\cosh 2x\sinh x-4c\sinh 2x\cosh x+4c^2\sinh^2(2x)\sinh x\right]g .$$

This time $\sinh 2x\cosh x=2\cosh^2x\sinh x=(\cosh 2x+1)\sinh x$. The constant changes sign, so $\psi_-''=(V+1-4c)\,\psi_-$ and $E=-1+4c$.

The theorem states both results for every $c>0$. Its proof supplies the two first derivatives above as `φ`. The product rule then produces the second derivatives, and `linear_combination` reduces them with the same double-argument identities. The even state is shown to be nonzero at $x=0$ and the odd one at $x=1$. The Gaussian bound applies because $\cosh^2x$ and $\sinh^2x$ are both at most $\cosh 2x$.

```lean
/-- For `c > 0`, `cosh(x) exp(-c cosh 2x)` is a bound state of the Razavy potential with
energy `-1 - 4c`, and `sinh(x) exp(-c cosh 2x)` is one with energy `-1 + 4c`. -/
theorem razavy_bound_states {c : ℝ} (hc : 0 < c) :
    IsBoundState (potential c) (-1 - 4 * c) (evenState c) ∧
    IsBoundState (potential c) (-1 + 4 * c) (oddState c) := by
  have hS := fun x : ℝ => Real.sinh_two_mul x
  have hC := fun x : ℝ => Real.cosh_two_mul x
  have hq := fun x : ℝ => Real.cosh_sq x
  refine ⟨⟨⟨fun x => (Real.sinh x - 2 * c * (Real.sinh (2 * x) * Real.cosh x)) * envelope c x,
    fun x => ?_, fun x => ?_⟩, ⟨0, ?_⟩, ?_⟩,
    ⟨⟨fun x => (Real.cosh x - 2 * c * (Real.sinh (2 * x) * Real.sinh x)) * envelope c x,
    fun x => ?_, fun x => ?_⟩, ⟨1, ?_⟩, ?_⟩⟩
  · have h := (Real.hasDerivAt_cosh x).fun_mul (hasDerivAt_envelope c x)
    exact h.congr_deriv (by ring)
  · -- second derivative of the even state
    have h := ((Real.hasDerivAt_sinh x).fun_sub (((hasDerivAt_sinh_two x).fun_mul
      (Real.hasDerivAt_cosh x)).const_mul (2 * c))).fun_mul (hasDerivAt_envelope c x)
    have h2 : Real.cosh (2 * x) = 1 + 2 * Real.sinh x ^ 2 := by linarith [hC x, hq x]
    refine h.congr_deriv ?_
    unfold potential evenState
    linear_combination 4 * c * Real.cosh x * envelope c x * h2
      - 4 * c * Real.sinh x * envelope c x * hS x
  · exact mul_ne_zero (Real.cosh_pos 0).ne' (Real.exp_pos _).ne'
  · exact integrable_sq_mul_envelope hc Real.continuous_cosh
      fun x => by linarith [hC x, sq_nonneg (Real.sinh x)]
  · have h := (Real.hasDerivAt_sinh x).fun_mul (hasDerivAt_envelope c x)
    exact h.congr_deriv (by ring)
  · -- second derivative of the odd state
    have h := ((Real.hasDerivAt_cosh x).fun_sub (((hasDerivAt_sinh_two x).fun_mul
      (Real.hasDerivAt_sinh x)).const_mul (2 * c))).fun_mul (hasDerivAt_envelope c x)
    have h3 : Real.cosh (2 * x) = 2 * Real.cosh x ^ 2 - 1 := by linarith [hC x, hq x]
    refine h.congr_deriv ?_
    unfold potential oddState
    linear_combination 4 * c * Real.sinh x * envelope c x * h3
      - 4 * c * Real.cosh x * envelope c x * hS x
  · exact mul_ne_zero (Real.sinh_pos_iff.2 one_pos).ne' (Real.exp_pos _).ne'
  · exact integrable_sq_mul_envelope hc Real.continuous_sinh
      fun x => by linarith [hC x, sq_nonneg (Real.cosh x)]
```

To normalise the states, divide $\psi_\pm$ by the square root of

$$\int_{-\infty}^{\infty}\psi_\pm^2\,dx=\tfrac12\left[K_1(2c)\pm K_0(2c)\right],$$

where $K_0$ and $K_1$ are modified Bessel functions of the second kind. Since $\psi_+$ has no zero and $\psi_-$ has one, node counting identifies them as the ground state and the first excited state. These norms and this ordering rest on standard analysis, not on the Lean proofs.

## Curvature at the origin

Differentiating the potential gives

$$V'(x)=16c^2\sinh 2x\cosh 2x-16c\sinh 2x .$$

At the origin $\sinh 0=0$ and $\cosh 0=1$, so one more derivative yields

$$V''(0)=32c^2-32c=32c(c-1).$$

In Lean the second derivative is `deriv (deriv (potential c)) 0`. The step `h1` finds $V'$ as a function on the whole line, and the second differentiation is then evaluated at zero.

```lean
/-- The curvature of the potential at the origin is `V''(0) = 32c(c - 1)`. -/
theorem curvature_at_origin (c : ℝ) :
    deriv (deriv (potential c)) 0 = 32 * c * (c - 1) := by
  have e : potential c = fun x => 4 * c ^ 2 * (Real.sinh (2 * x) * Real.sinh (2 * x))
      - 8 * c * Real.cosh (2 * x) := by
    funext x
    unfold potential
    ring
  have h1 : deriv (potential c) = fun x =>
      16 * c ^ 2 * (Real.sinh (2 * x) * Real.cosh (2 * x)) - 16 * c * Real.sinh (2 * x) := by
    funext x
    rw [e]
    have h := (((hasDerivAt_sinh_two x).fun_mul (hasDerivAt_sinh_two x)).const_mul
      (4 * c ^ 2)).fun_sub ((hasDerivAt_cosh_two x).const_mul (8 * c))
    rw [h.deriv]
    ring
  have h := (((hasDerivAt_sinh_two 0).fun_mul (hasDerivAt_cosh_two 0)).const_mul
    (16 * c ^ 2)).fun_sub ((hasDerivAt_sinh_two 0).const_mul (16 * c))
  rw [h1, h.deriv, mul_zero, Real.sinh_zero, Real.cosh_zero]
  ring
```

For $c>0$ the factor $32c$ is positive, so the sign of $V''(0)$ is that of $c-1$. The origin is a local maximum when $c<1$.

```lean
/-- For `c > 0`, the potential has negative curvature at the origin exactly when `c < 1`. -/
theorem curvature_neg_iff {c : ℝ} (hc : 0 < c) :
    deriv (deriv (potential c)) 0 < 0 ↔ c < 1 := by
  rw [curvature_at_origin]
  constructor
  · intro h
    by_contra h'
    nlinarith [mul_nonneg hc.le (sub_nonneg.2 (not_lt.1 h'))]
  · intro h
    nlinarith [mul_pos hc (sub_pos.2 h)]
```

## Two minima for 0 < c < 1

Curvature at one point does not locate the minima. Completing the square does. With $\sinh^2(2x)=\cosh^2(2x)-1$,

$$V(x)=4\left(c\cosh 2x-1\right)^2-4-4c^2 .$$

Up to a constant, this is the $M=2$ member of Razavy's family $(2c\cosh 2x-M)^2$; the other members are not treated here.

The least conceivable value, $-4-4c^2$, is reached where $\cosh 2x=1/c$. Since $\cosh 2x=1+2\sinh^2x$, this means $\sinh^2x=(1-c)/(2c)$. The positive solution is

$$a=\operatorname{arsinh}\sqrt{\frac{1-c}{2c}} .$$

```lean
/-- For `0 < c ≤ 1`, the non-negative position `a` with `sinh² a = (1 - c)/(2c)`. -/
def wellPosition (c : ℝ) : ℝ := Real.arsinh (Real.sqrt ((1 - c) / (2 * c)))
```

The next theorem says that for $0<c<1$ the position $a$ is positive, that $V$ never falls below $-4-4c^2$, and that it equals this value exactly at $x=a$ and $x=-a$. Since $V(0)=-8c$, the barrier between the wells has height $4(1-c)^2$.

In the proof, `hV` is the completed square and `ht` is the equation $2c\sinh^2a=1-c$. If $V(x)$ takes the least value, the square vanishes and

$$2c(\sinh x-\sinh a)(\sinh x+\sinh a)=0 .$$

One factor must be zero, and because $\sinh$ is injective and odd, $x=a$ or $x=-a$. Conversely, either position gives $\sinh^2x=\sinh^2a$, which makes the square vanish.

```lean
/-- For `0 < c < 1` the potential is a double well: its least value `-4 - 4c²` is taken at
exactly two points, `a` and `-a`, with `a > 0` the well position. -/
theorem double_well {c : ℝ} (hc : 0 < c) (hc1 : c < 1) :
    0 < wellPosition c ∧ ∀ x, -4 - 4 * c ^ 2 ≤ potential c x ∧
      (potential c x = -4 - 4 * c ^ 2 ↔ x = wellPosition c ∨ x = -wellPosition c) := by
  have hr : 0 < (1 - c) / (2 * c) := div_pos (by linarith) (by linarith)
  have ht : 2 * c * Real.sinh (wellPosition c) ^ 2 = 1 - c := by
    unfold wellPosition
    rw [Real.sinh_arsinh, Real.sq_sqrt hr.le]
    field_simp
  refine ⟨Real.arsinh_pos_iff.2 (Real.sqrt_pos.2 hr), fun x => ?_⟩
  -- complete the square in cosh 2x
  have hV : potential c x = 4 * (c * Real.cosh (2 * x) - 1) ^ 2 - 4 - 4 * c ^ 2 := by
    unfold potential
    linear_combination -4 * c ^ 2 * Real.cosh_sq (2 * x)
  have h2 : Real.cosh (2 * x) = 1 + 2 * Real.sinh x ^ 2 := by
    linarith [Real.cosh_two_mul x, Real.cosh_sq x]
  refine ⟨by rw [hV]; nlinarith [sq_nonneg (c * Real.cosh (2 * x) - 1)], ?_, ?_⟩
  · intro h
    have h0 : c * Real.cosh (2 * x) - 1 = 0 := by
      apply pow_eq_zero_iff (two_ne_zero) |>.1
      linarith
    have hp : 2 * c * ((Real.sinh x - Real.sinh (wellPosition c)) *
        (Real.sinh x + Real.sinh (wellPosition c))) = 0 := by
      linear_combination h0 - c * h2 - ht
    rcases mul_eq_zero.1 ((mul_eq_zero.1 hp).resolve_left (by positivity)) with h | h
    · exact Or.inl (Real.sinh_injective (by linarith))
    · exact Or.inr (Real.sinh_injective (by rw [Real.sinh_neg]; linarith))
  · intro h
    have hs : Real.sinh x ^ 2 = Real.sinh (wellPosition c) ^ 2 := by
      rcases h with h | h
      · rw [h]
      · rw [h, Real.sinh_neg, neg_sq]
    have h0 : c * Real.cosh (2 * x) - 1 = 0 := by
      linear_combination c * h2 + 2 * c * hs + ht
    rw [hV, h0]
    ring
```

## One minimum for c ≥ 1

With $u=\cosh 2x$ again, subtracting the central value gives

$$V(x)-V(0)=4c\,(u-1)\left[c(u+1)-2\right].$$

For $x\neq0$ we have $u>1$, and with $c\ge1$ the bracket is positive as well. The origin is therefore the only absolute minimum. This includes $c=1$, where $V''(0)=0$ and the curvature alone would not decide the matter. In the proof, `hd` is the factorisation and `h1` the sign of the bracket.

```lean
/-- For `c ≥ 1` the origin is the unique absolute minimum of the potential. -/
theorem single_well {c : ℝ} (hc : 1 ≤ c) {x : ℝ} (hx : x ≠ 0) :
    potential c 0 < potential c x := by
  have hu : 1 < Real.cosh (2 * x) := Real.one_lt_cosh.2 (mul_ne_zero two_ne_zero hx)
  have hd : potential c x - potential c 0 =
      4 * c * ((Real.cosh (2 * x) - 1) * (c * (Real.cosh (2 * x) + 1) - 2)) := by
    unfold potential
    rw [mul_zero, Real.sinh_zero, Real.cosh_zero]
    linear_combination -4 * c ^ 2 * Real.cosh_sq (2 * x)
  have h1 : 0 < c * (Real.cosh (2 * x) + 1) - 2 := by nlinarith
  have h2 := mul_pos (by linarith : 0 < 4 * c) (mul_pos (sub_pos.2 hu) h1)
  linarith
```

## When the odd level lies below the barrier top

The condition $-1+4c<V(0)=-8c$ is equivalent to $12c<1$. For $0<c<1/12$ both levels lie below the top of the barrier, since the even level is lower still. For $1/12\le c<1$ the potential is still a double well, but its odd level is at or above the barrier top. The Lean equivalence holds for every real $c$; its reading as a barrier needs $0<c<1$.

```lean
/-- The energy `-1 + 4c` lies below the value `V(0)` of the potential at the origin exactly
when `c < 1/12`. -/
theorem odd_level_below_barrier_iff (c : ℝ) :
    -1 + 4 * c < potential c 0 ↔ c < 1 / 12 := by
  have h : potential c 0 = -8 * c := by
    unfold potential
    rw [mul_zero, Real.sinh_zero, Real.cosh_zero]
    ring
  rw [h]
  constructor <;> intro h <;> linarith

end

end RazavyPotential
```

For one particle in this one-dimensional potential, the splitting $8c$ is an exact reference value for a numerical eigenvalue solver and, when $c<1/12$, for a semiclassical estimate of tunnelling through the barrier. Applying it to a molecule, for instance to an inversion or a proton transfer, takes a further step: the motion must be reduced to a single coordinate with a constant effective mass and an energy curve of this shape.

```lean
#print axioms RazavyPotential.razavy_bound_states
#print axioms RazavyPotential.double_well
#print axioms RazavyPotential.single_well
#print axioms RazavyPotential.odd_level_below_barrier_iff
```

```
'RazavyPotential.razavy_bound_states' depends on axioms: [propext, Classical.choice, Quot.sound]
'RazavyPotential.double_well' depends on axioms: [propext, Classical.choice, Quot.sound]
'RazavyPotential.single_well' depends on axioms: [propext, Classical.choice, Quot.sound]
'RazavyPotential.odd_level_below_barrier_iff' depends on axioms: [propext, Classical.choice, Quot.sound]
```
